# A real symmetric block tridiagonal matrix is positive definite exactly when its block pivots are

Take a wire or a long molecule in a localised basis and cut it into slices $0,\dots,N$, thick enough that orbitals overlap only within a slice or between neighbouring slices. For real orbitals of strictly finite range the overlap matrix is then exactly symmetric block tridiagonal, and it is positive definite when the basis functions are linearly independent. For orbitals with tails the block tridiagonal form arises by dropping distant overlaps, and linear independence alone does not guarantee that the truncated matrix is positive definite. Eliminating the slices one after another produces pivot blocks $D_0, D_1,\dots$, each of which except the last is inverted to form the next, so a singular pivot before the last would stop the sweep. For a real positive definite matrix on a finite chain with equal block sizes this cannot happen in exact arithmetic; rounding errors, complex blocks and indefinite matrices, such as a Hamiltonian shifted by an energy inside its spectrum, are not treated.

## The chain, its pivots and its quadratic form

In Lean 4 with Mathlib:

```lean
import Mathlib

open Matrix Finset

namespace BlockTridiagonalPivots

noncomputable section

variable {m : Type*} [Fintype m] [DecidableEq m] (A B : ℕ → Matrix m m ℝ)
```

The finite type `m` labels the orbitals of a slice and is the same for every slice. `A` and `B` are sequences of real square matrices $A_i$, $B_i$ with $i=0,1,2,\dots$, and no symmetry is assumed of them here.

```lean
/-- Block `(i, j)` of the chain: `A i` on the diagonal, `B i` above it, `(B j)ᵀ` below it,
zero elsewhere. -/
def block (i j : ℕ) : Matrix m m ℝ :=
  if i = j then A i else if i + 1 = j then B i else if j + 1 = i then (B j)ᵀ else 0
```

The block $T_{ij}$ between sites $i$ and $j$ is $A_i$ for $j=i$, $B_i$ for $j=i+1$, $B_j^T$ for $i=j+1$, and zero otherwise.

```lean
/-- The block tridiagonal matrix on the sites `0, …, N`. -/
def blockTri (N : ℕ) : Matrix (Fin (N + 1) × m) (Fin (N + 1) × m) ℝ :=
  Matrix.of fun p q => block A B p.1 q.1 p.2 q.2
```

The full matrix $T$ has rows and columns labelled by pairs (site, orbital), where `Fin (N + 1)` is the set of sites $0,\dots,N$. Only $A_0,\dots,A_N$ and $B_0,\dots,B_{N-1}$ enter.

```lean
/-- The block pivots `D 0 = A 0`, `D (n+1) = A (n+1) - (B n)ᵀ (D n)⁻¹ (B n)`. -/
def pivot : ℕ → Matrix m m ℝ
  | 0 => A 0
  | n + 1 => A (n + 1) - (B n)ᵀ * (pivot n)⁻¹ * B n
```

This is the recursion $D_0=A_0$, $D_{n+1}=A_{n+1}-B_n^TD_n^{-1}B_n$, counted from zero. Mathlib returns the zero matrix as the inverse of a singular matrix, so `pivot` always has a value, and absence of breakdown must appear as the separate claim $\det D_i\neq0$.

```lean
/-- The site vectors `x 0, …, x N` stacked into one long vector. -/
def stack (N : ℕ) (x : ℕ → m → ℝ) : Fin (N + 1) × m → ℝ := fun p => x p.1 p.2
```

Given an orbital vector $x_i$ on each site, `stack N x` is the long column $X=(x_0,\dots,x_N)$.

```lean
/-- On-site plus nearest-neighbour quadratic energy of the sites `0, …, n`. -/
def energy (n : ℕ) (x : ℕ → m → ℝ) : ℝ :=
  ∑ i ∈ range (n + 1), x i ⬝ᵥ A i *ᵥ x i + 2 * ∑ i ∈ range n, x i ⬝ᵥ B i *ᵥ x (i + 1)
```

Here `x ⬝ᵥ M *ᵥ y` means $x^TMy$ and `range n` is $\{0,\dots,n-1\}$, so
$$E_n(x)=\sum_{i=0}^{n}x_i^TA_ix_i+2\sum_{i=0}^{n-1}x_i^TB_ix_{i+1}.$$
The name `energy` refers only to this quadratic form.

```lean
omit [DecidableEq m] in
/-- A matrix element of the transpose: `xᵀ Mᵀ y = yᵀ M x`. -/
theorem dot_transpose (M : Matrix m m ℝ) (x y : m → ℝ) : x ⬝ᵥ Mᵀ *ᵥ y = y ⬝ᵥ M *ᵥ x := by
  rw [mulVec_transpose, dotProduct_comm, ← dotProduct_mulVec]
```

A number equals its own transpose, hence $x^TM^Ty=y^TMx$.

```lean
omit [DecidableEq m] in
/-- The quadratic form of the block tridiagonal matrix is the chain energy. -/
theorem quadForm_blockTri (N : ℕ) (x : ℕ → m → ℝ) :
    stack N x ⬝ᵥ blockTri A B N *ᵥ stack N x = energy A B N x := by
  have h1 : stack N x ⬝ᵥ blockTri A B N *ᵥ stack N x =
      ∑ i ∈ range (N + 1), ∑ j ∈ range (N + 1), x i ⬝ᵥ block A B i j *ᵥ x j := by
    simp only [Finset.sum_range, dotProduct, mulVec, blockTri, stack, of_apply,
      Fintype.sum_prod_type, Finset.mul_sum]
    exact Finset.sum_congr rfl fun i _ => Finset.sum_comm
  -- each block contributes an on-site, an upper or a lower term
  have h2 : ∀ i j, x i ⬝ᵥ block A B i j *ᵥ x j =
      (if i = j then x i ⬝ᵥ A i *ᵥ x i else 0) +
      (if i + 1 = j then x i ⬝ᵥ B i *ᵥ x (i + 1) else 0) +
      (if j + 1 = i then x j ⬝ᵥ B j *ᵥ x (j + 1) else 0) := by
    intro i j
    by_cases h1 : i = j
    · have h2 : ¬ i + 1 = j := by omega
      have h3 : ¬ j + 1 = i := by omega
      simp only [block, if_pos h1, if_neg h2, if_neg h3]; subst h1; ring
    · by_cases h2 : i + 1 = j
      · have h3 : ¬ j + 1 = i := by omega
        simp only [block, if_neg h1, if_pos h2, if_neg h3]; subst h2; ring
      · by_cases h3 : j + 1 = i
        · simp only [block, if_neg h1, if_neg h2, if_pos h3]
          subst h3; rw [dot_transpose]; ring
        · simp only [block, if_neg h1, if_neg h2, if_neg h3]; simp
  have hd : ∀ a : ℕ → ℝ, ∑ i ∈ range (N + 1), ∑ j ∈ range (N + 1),
      (if i = j then a i else 0) = ∑ i ∈ range (N + 1), a i := fun a =>
    Finset.sum_congr rfl fun i hi => (Finset.sum_ite_eq _ i (fun _ => a i)).trans (if_pos hi)
  have hb : ∀ b : ℕ → ℝ, ∑ i ∈ range (N + 1), ∑ j ∈ range (N + 1),
      (if i + 1 = j then b i else 0) = ∑ i ∈ range N, b i := by
    intro b
    have h : ∀ i, ∑ j ∈ range (N + 1), (if i + 1 = j then b i else 0) =
        if i + 1 ∈ range (N + 1) then b i else 0 :=
      fun i => Finset.sum_ite_eq _ (i + 1) (fun _ => b i)
    have hn : N + 1 ∉ range (N + 1) := by simp
    simp only [h]
    rw [sum_range_succ, if_neg hn, add_zero]
    exact Finset.sum_congr rfl fun i hi =>
      if_pos (mem_range.2 (Nat.succ_lt_succ (mem_range.1 hi)))
  have hc : ∀ b : ℕ → ℝ, ∑ i ∈ range (N + 1), ∑ j ∈ range (N + 1),
      (if j + 1 = i then b j else 0) = ∑ i ∈ range N, b i := by
    intro b; rw [Finset.sum_comm]; exact hb b
  rw [h1]
  simp only [h2, sum_add_distrib, hd, hb, hc, energy]
  ring
```

The claim is $X^TTX=E_N(x)$. By hand, $X^TTX=\sum_{i,j}x_i^TT_{ij}x_j$, which is `h1`. The diagonal terms give $x_i^TA_ix_i$, the upper terms give $x_i^TB_ix_{i+1}$, and the lower terms give $x_{j+1}^TB_j^Tx_j=x_j^TB_jx_{j+1}$; this case split is `h2`. The steps `hd`, `hb`, `hc` collapse the double sums, and the equal upper and lower sums supply the factor 2.

```lean
omit [DecidableEq m] in
/-- Adding site `n+1` adds one coupling term and one on-site term to the energy. -/
theorem energy_succ (n : ℕ) (x : ℕ → m → ℝ) : energy A B (n + 1) x =
    energy A B n x + 2 * (x n ⬝ᵥ B n *ᵥ x (n + 1)) + x (n + 1) ⬝ᵥ A (n + 1) *ᵥ x (n + 1) := by
  simp only [energy, sum_range_succ]
  ring
```

Splitting off the last term of each sum gives $E_{n+1}(x)=E_n(x)+2x_n^TB_nx_{n+1}+x_{n+1}^TA_{n+1}x_{n+1}$.

## Eliminating one site

```lean
/-- Completing the square in `u` with a positive definite block `D`. -/
theorem complete_square {D : Matrix m m ℝ} (hD : D.PosDef) (P Q : Matrix m m ℝ) (u v : m → ℝ) :
    u ⬝ᵥ D *ᵥ u + 2 * (u ⬝ᵥ Q *ᵥ v) + v ⬝ᵥ P *ᵥ v =
      (u + D⁻¹ *ᵥ (Q *ᵥ v)) ⬝ᵥ D *ᵥ (u + D⁻¹ *ᵥ (Q *ᵥ v)) + v ⬝ᵥ (P - Qᵀ * D⁻¹ * Q) *ᵥ v := by
  have hs : Dᵀ = D := (conjTranspose_eq_transpose_of_trivial D).symm.trans hD.isHermitian.eq
  have hw : D *ᵥ (D⁻¹ *ᵥ (Q *ᵥ v)) = Q *ᵥ v := by
    rw [mulVec_mulVec, mul_nonsing_inv _ ((isUnit_iff_isUnit_det D).1 hD.isUnit), one_mulVec]
  have h2 : v ⬝ᵥ (Qᵀ * D⁻¹ * Q) *ᵥ v = (D⁻¹ *ᵥ (Q *ᵥ v)) ⬝ᵥ Q *ᵥ v := by
    rw [Matrix.mul_assoc, ← mulVec_mulVec, ← mulVec_mulVec, dot_transpose]
  generalize D⁻¹ *ᵥ (Q *ᵥ v) = w at hw h2 ⊢
  have h1 : w ⬝ᵥ D *ᵥ u = u ⬝ᵥ Q *ᵥ v := by rw [← dot_transpose D u w, hs, hw]
  simp only [sub_mulVec, dotProduct_sub, h2, mulVec_add, hw, add_dotProduct, dotProduct_add, h1]
  ring
```

For real matrices `D.PosDef` means that $D$ is symmetric and $u^TDu>0$ for every $u\neq0$; such a $D$ is invertible. The matrices $P$, $Q$ and the vectors $u$, $v$ are arbitrary. Put $w=D^{-1}Qv$, so that $Dw=Qv$ (`hw`). Symmetry gives $w^TDu=u^TDw=u^TQv$ (`h1`), and $w^TDw=w^TQv=v^TQ^TD^{-1}Qv$ (by `hw` and `h2`). Therefore $(u+w)^TD(u+w)=u^TDu+2u^TQv+v^TQ^TD^{-1}Qv$, and adding $v^T(P-Q^TD^{-1}Q)v$ to both sides yields
$$u^TDu+2u^TQv+v^TPv=(u+w)^TD(u+w)+v^T(P-Q^TD^{-1}Q)v .$$

```lean
/-- If the earlier pivots are positive definite, `A n - D n` is positive semidefinite. -/
theorem pivot_gap (n : ℕ) (h : ∀ i < n, (pivot A B i).PosDef) :
    (A n - pivot A B n).PosSemidef := by
  cases n with
  | zero => rw [pivot, sub_self]; exact PosSemidef.zero
  | succ n =>
    have := (h n (by omega)).inv.posSemidef.conjTranspose_mul_mul_same (B n)
    rw [conjTranspose_eq_transpose_of_trivial] at this
    rwa [pivot, sub_sub_cancel]
```

`PosSemidef` means symmetric with a non-negative form. The hypothesis `h` asks that $D_0,\dots,D_{n-1}$ be positive definite, and is empty at $n=0$, where $A_0-D_0=0$. In the step, $A_{n+1}-D_{n+1}=B_n^TD_n^{-1}B_n$, whose form at $v$ is $(B_nv)^TD_n^{-1}(B_nv)\ge0$ because $D_n^{-1}$ is positive definite. This is the content of `conjTranspose_mul_mul_same`.

```lean
/-- If the earlier pivots are positive definite, the energy of the sites `0, …, n` is at least
the form of the pivot `D n` on the last site vector. -/
theorem pivot_le_energy (n : ℕ) (h : ∀ i < n, (pivot A B i).PosDef) (x : ℕ → m → ℝ) :
    x n ⬝ᵥ pivot A B n *ᵥ x n ≤ energy A B n x := by
  induction n with
  | zero => simp [energy, pivot]
  | succ n ih =>
    have ih := ih fun i hi => h i (by omega)
    have hD := h n (by omega)
    have cs := complete_square hD (A (n + 1)) (B n) (x n) (x (n + 1))
    have nn := hD.posSemidef.dotProduct_mulVec_nonneg
      (x n + (pivot A B n)⁻¹ *ᵥ (B n *ᵥ x (n + 1)))
    rw [star_trivial] at nn
    rw [energy_succ, pivot]
    linarith
```

The bound is $x_n^TD_nx_n\le E_n(x)$, with equality at $n=0$. In the induction step set $w=D_n^{-1}B_nx_{n+1}$. The hypothesis `ih` and the completed square `cs` give
$$E_{n+1}(x)\ge x_n^TD_nx_n+2x_n^TB_nx_{n+1}+x_{n+1}^TA_{n+1}x_{n+1}=(x_n+w)^TD_n(x_n+w)+x_{n+1}^TD_{n+1}x_{n+1}.$$
The first term is non-negative (`nn`), and `linarith` combines these linear relations.

```lean
/-- If the earlier pivots are positive definite, every `v` on site `n` extends to a vector
vanishing beyond `n` whose energy equals `vᵀ (D n) v`. -/
theorem pivot_attained (n : ℕ) (h : ∀ i < n, (pivot A B i).PosDef) (v : m → ℝ) :
    ∃ x : ℕ → m → ℝ, x n = v ∧ (∀ i, n < i → x i = 0) ∧
      energy A B n x = v ⬝ᵥ pivot A B n *ᵥ v := by
  induction n generalizing v with
  | zero =>
    exact ⟨fun i => if i = 0 then v else 0, by simp, fun i hi => if_neg hi.ne',
      by simp [energy, pivot]⟩
  | succ n ih =>
    -- back substitution: put `-(D n)⁻¹ (B n) v` on site `n`
    obtain ⟨x, hx, hz, he⟩ := ih (fun i hi => h i (by omega))
      (-((pivot A B n)⁻¹ *ᵥ (B n *ᵥ v)))
    obtain ⟨y, hy1, hy2⟩ : ∃ y : ℕ → m → ℝ, y (n + 1) = v ∧ ∀ i, i ≠ n + 1 → y i = x i :=
      ⟨Function.update x (n + 1) v, by simp, fun i hi => by simp [hi]⟩
    have hE : energy A B n y = energy A B n x := by
      unfold energy
      exact congrArg₂ (fun a b : ℝ => a + 2 * b)
        (Finset.sum_congr rfl fun i hi => by
          have := mem_range.1 hi
          rw [hy2 i (by omega)])
        (Finset.sum_congr rfl fun i hi => by
          have := mem_range.1 hi
          rw [hy2 i (by omega), hy2 (i + 1) (by omega)])
    refine ⟨y, hy1, fun i hi => by rw [hy2 i (by omega), hz i (by omega)], ?_⟩
    have cs := complete_square (h n (by omega)) (A (n + 1)) (B n)
      (-((pivot A B n)⁻¹ *ᵥ (B n *ᵥ v))) v
    rw [neg_add_cancel, zero_dotProduct] at cs
    rw [energy_succ, hE, he, hy1, hy2 n (by omega), hx, pivot]
    linarith
```

The bound is reached: for any $v$ there is an $x$ with $x_n=v$, $x_i=0$ for $i>n$, and $E_n(x)=v^TD_nv$. At $n=0$ put $v$ on site 0 alone. In the step choose $u=-D_n^{-1}B_nv$, which makes the square vanish, and take from `ih` an $x$ with $x_n=u$ and $E_n(x)=u^TD_nu$. Let $y$ be $x$ with $v$ placed on site $n+1$. Since $E_n$ does not see that site (`hE`),
$$E_{n+1}(y)=u^TD_nu+2u^TB_nv+v^TA_{n+1}v=0+v^TD_{n+1}v .$$

## Positive definiteness passes between the matrix and the pivots

```lean
/-- For a positive definite block tridiagonal matrix every pivot `D i` is invertible, symmetric
and positive definite, and `A i - D i` is positive semidefinite. -/
theorem pivots_posDef (N : ℕ) (hT : (blockTri A B N).PosDef) (i : ℕ) (hi : i ≤ N) :
    IsUnit (pivot A B i).det ∧ (pivot A B i).IsSymm ∧ (pivot A B i).PosDef ∧
      (A i - pivot A B i).PosSemidef := by
  have key : ∀ n, n ≤ N → (pivot A B n).PosDef := by
    intro n
    induction n using Nat.strong_induction_on with
    | _ n ih =>
      intro hn
      have h : ∀ i < n, (pivot A B i).PosDef := fun i hi => ih i hi (by omega)
      have hA : (A n).IsHermitian := by
        show (A n)ᴴ = A n
        ext a b
        have := hT.isHermitian.apply (⟨n, by omega⟩, a) (⟨n, by omega⟩, b)
        simpa [blockTri, block] using this
      have hH := hA.sub (pivot_gap A B n h).isHermitian
      rw [sub_sub_cancel] at hH
      refine posDef_iff_dotProduct_mulVec.2 ⟨hH, ?_⟩
      intro v hv
      -- `vᵀ D v` is a value of the form of the full matrix at a nonzero vector
      obtain ⟨x, hx, hz, he⟩ := pivot_attained A B n h v
      have hN : ∀ k, n ≤ k → energy A B k x = energy A B n x := by
        intro k hk
        induction k, hk using Nat.le_induction with
        | base => rfl
        | succ k hk ih => rw [energy_succ, ih, hz (k + 1) (by omega)]; simp
      have h0 : stack N x ≠ 0 := fun h0 => hv (funext fun a => by
        simpa [stack, hx] using congrFun h0 (⟨n, by omega⟩, a))
      have := hT.dotProduct_mulVec_pos h0
      rwa [star_trivial, quadForm_blockTri, hN N hn, he] at this
  have hD := key i hi
  exact ⟨(isUnit_iff_isUnit_det _).1 hD.isUnit,
    (conjTranspose_eq_transpose_of_trivial _).symm.trans hD.isHermitian.eq, hD,
    pivot_gap A B i fun j hj => key j (by omega)⟩
```

The only hypothesis on the matrix is `hT`, that $T$ is positive definite; it is assumed, not derived from a basis. For every $i\le N$ there are four conclusions: $\det D_i\neq0$ (for a real number `IsUnit` means nonzero), $D_i^T=D_i$, $D_i$ is positive definite, and $A_i-D_i$ is positive semidefinite. The last two read $0<v^TD_iv\le v^TA_iv$ for $v\ne0$, so no pivot exceeds its diagonal block.

The step `key` is a strong induction: assume that $D_0,\dots,D_{n-1}$ are positive definite, with $n\le N$. The block $A_n$ is symmetric because $T$ is (`hA`), and $A_n-D_n$ is symmetric by `pivot_gap`, so $D_n=A_n-(A_n-D_n)$ is symmetric (`hH`). For $v\neq0$ take $x$ from `pivot_attained`. It vanishes beyond site $n$, so each further use of `energy_succ` adds zero and $E_N(x)=E_n(x)$ (`hN`). The column $X$ contains $v$ and is nonzero (`h0`). Hence $v^TD_nv=E_n(x)=E_N(x)=X^TTX>0$. Invertibility and symmetry follow from positive definiteness, and `pivot_gap` applied at $i$ gives the fourth claim.

```lean
/-- Conversely, if the pivots `D 0, …, D N` are positive definite, so is the block tridiagonal
matrix. -/
theorem posDef_of_pivots (N : ℕ) (h : ∀ i ≤ N, (pivot A B i).PosDef) :
    (blockTri A B N).PosDef := by
  have hblk : ∀ i j, i ≤ N → (block A B j i)ᵀ = block A B i j := by
    intro i j hi
    by_cases h1 : i = j
    · have hA := (pivot_gap A B i fun k hk => h k (by omega)).isHermitian.add (h i hi).isHermitian
      rw [sub_add_cancel] at hA
      have hs := (conjTranspose_eq_transpose_of_trivial (A i)).symm.trans hA.eq
      subst h1; simp [block, hs]
    · have h1' : ¬ j = i := fun e => h1 e.symm
      by_cases h2 : i + 1 = j
      · have h3 : ¬ j + 1 = i := by omega
        simp only [block, if_neg h1, if_neg h1', if_pos h2, if_neg h3, transpose_transpose]
      · by_cases h3 : j + 1 = i
        · simp only [block, if_neg h1, if_neg h1', if_neg h2, if_pos h3]
        · simp only [block, if_neg h1, if_neg h1', if_neg h2, if_neg h3, transpose_zero]
  refine posDef_iff_dotProduct_mulVec.2 ⟨?_, ?_⟩
  · show (blockTri A B N)ᴴ = blockTri A B N
    rw [conjTranspose_eq_transpose_of_trivial]
    ext p q
    exact congrFun (congrFun (hblk p.1 q.1 (Nat.lt_succ_iff.1 p.1.isLt)) p.2) q.2
  intro y hy
  obtain ⟨x, rfl⟩ : ∃ x, stack N x = y :=
    ⟨fun i a => if h : i < N + 1 then y (⟨i, h⟩, a) else 0,
      funext fun p => by exact dif_pos p.1.isLt⟩
  have hpos : ∀ n, n ≤ N → x n ≠ 0 → 0 < energy A B n x := fun n hn hx => by
    have := (h n hn).dotProduct_mulVec_pos hx
    rw [star_trivial] at this
    exact this.trans_le (pivot_le_energy A B n (fun i hi => h i (by omega)) x)
  -- drop trailing sites that carry no amplitude
  have key : ∀ n, n ≤ N → (∃ i, i ≤ n ∧ x i ≠ 0) → 0 < energy A B n x := by
    intro n
    induction n with
    | zero =>
      rintro hn ⟨i, hi, hx⟩
      exact hpos 0 hn (by rwa [Nat.le_zero.1 hi] at hx)
    | succ n ih =>
      rintro hn ⟨i, hi, hx⟩
      by_cases hz : x (n + 1) = 0
      · have hne : i ≠ n + 1 := fun e => hx (by rw [e, hz])
        rw [energy_succ, hz]
        simpa using ih (by omega) ⟨i, by omega, hx⟩
      · exact hpos _ hn hz
  rw [star_trivial, quadForm_blockTri]
  refine key N le_rfl ?_
  by_contra hc
  refine hy (funext fun p => ?_)
  have : x p.1 = 0 := by
    by_contra h0
    exact hc ⟨p.1, Nat.lt_succ_iff.1 p.1.isLt, h0⟩
  exact congrFun this p.2
```

The converse assumes that $D_0,\dots,D_N$ are positive definite and concludes that $T$ is. Each $A_i=(A_i-D_i)+D_i$ is symmetric, and the off-diagonal blocks are transposes of each other by construction, so $T_{ji}^T=T_{ij}$ (`hblk`). Any nonzero long vector is the stack $X$ of some $x$. Let $n\le N$ be the last site with $x_n\neq0$. Then $X^TTX=E_N(x)=E_n(x)\ge x_n^TD_nx_n>0$. In the code `hpos` is the final inequality, and `key` strips the empty trailing sites by induction.

At $N=0$ the matrix $T$ is the single block $A_0=D_0$, and both theorems return their hypothesis with its immediate consequences. With one orbital per site the blocks are numbers $a_i$, $b_i$, $d_i$ and $d_{i+1}=a_{i+1}-b_i^2/d_i$; for $N=1$ the pivot conditions $a_0>0$ and $a_1-b_0^2/a_0>0$ are the familiar test $a_0>0$, $a_0a_1-b_0^2>0$ for a $2\times2$ matrix.

Two scalar examples, worked out here only in ordinary arithmetic, show what weaker hypotheses allow. With $N=2$, $a_0=a_1=a_2=1$, $b_0=1$ and $b_1=0$, the form is $(x_0+x_1)^2+x_2^2$, so $T$ is only semidefinite although all diagonal entries are positive; then $d_1=1-1=0$ and $d_2$ calls for a division by zero. With $N=1$, $a_0=a_1=0$ and $b_0=1$, the matrix is symmetric and invertible with eigenvalues $\pm1$, yet $d_0=0$ stops the first step.

## The second-difference chain

```lean
/-- The chain with `A i = 2·1` and `B i = -1` has pivots `(n+2)/(n+1)·1` and is positive
definite for every length. -/
theorem pivots_posDef_witness (N : ℕ) :
    (∀ n, pivot (fun _ => (2 : ℝ) • (1 : Matrix m m ℝ)) (fun _ => -1) n =
      (((n : ℝ) + 2) / (n + 1)) • (1 : Matrix m m ℝ)) ∧
    (blockTri (fun _ => (2 : ℝ) • (1 : Matrix m m ℝ)) (fun _ => -1) N).PosDef := by
  have hinv : ∀ c : ℝ, c ≠ 0 → (c • (1 : Matrix m m ℝ))⁻¹ = c⁻¹ • (1 : Matrix m m ℝ) :=
    fun c hc => inv_eq_right_inv (by
      rw [Matrix.smul_mul, Matrix.one_mul, smul_smul, mul_inv_cancel₀ hc, one_smul])
  have hp : ∀ n, pivot (fun _ => (2 : ℝ) • (1 : Matrix m m ℝ)) (fun _ => -1) n =
      (((n : ℝ) + 2) / (n + 1)) • (1 : Matrix m m ℝ) := by
    intro n
    induction n with
    | zero => simp [pivot]
    | succ n ih =>
      rw [pivot, ih, hinv _ (by positivity)]
      simp only [transpose_neg, transpose_one, neg_mul, mul_neg, one_mul, mul_one, neg_neg]
      have e : (((n + 1 : ℕ) : ℝ) + 2) / (((n + 1 : ℕ) : ℝ) + 1) =
          2 - (((n : ℝ) + 2) / (n + 1))⁻¹ := by
        have h1 : (n : ℝ) + 1 + 1 ≠ 0 := by positivity
        have h2 : (n : ℝ) + 2 ≠ 0 := by positivity
        rw [inv_div]
        push_cast
        field_simp
        ring
      rw [e, sub_smul]
  refine ⟨hp, posDef_of_pivots _ _ N fun i _ => ?_⟩
  have hc : (0 : ℝ) < ((i : ℝ) + 2) / (i + 1) := by positivity
  rw [hp]
  exact PosDef.one.smul hc

end

end BlockTridiagonalPivots
```

Let $\mathbf 1$ be the identity on the orbitals, and take $A_i=2\cdot\mathbf 1$ and $B_i=-\mathbf 1$, written `-1`. For each orbital separately this is the three-point negative second difference with vanishing boundary values, which is the finite-difference kinetic energy of one free particle in a one-dimensional box up to a positive factor. The pivots are $D_n=c_n\mathbf 1$ with $c_n=(n+2)/(n+1)$. Indeed $c_0=2$, the inverse of $c_n\mathbf 1$ is $c_n^{-1}\mathbf 1$ (`hinv`), and $c_{n+1}=2-\frac{n+1}{n+2}=\frac{n+3}{n+2}$ (`e`). The values $2,\ 3/2,\ 4/3,\dots$ decrease towards 1. All are positive, so `posDef_of_pivots` makes $T$ positive definite, and `hT` is met by a coupled chain of every length.

```lean
#print axioms BlockTridiagonalPivots.pivots_posDef
#print axioms BlockTridiagonalPivots.posDef_of_pivots
```

```
'BlockTridiagonalPivots.pivots_posDef' depends on axioms: [propext, Classical.choice, Quot.sound]
'BlockTridiagonalPivots.posDef_of_pivots' depends on axioms: [propext, Classical.choice, Quot.sound]
```
